# A local orbital built from u, u̇ and ü contains no u̇ when u̇ is orthogonal to u

In a linearised augmented plane wave (LAPW) calculation, the radial solution $u$ at a chosen energy and its energy derivative $\dot u$ describe states well only near that energy, so a local orbital containing $\ddot u$ may be added inside the atomic sphere, with zero value and slope at the sphere boundary. Such an orbital could mix all three functions, and the question is how much $\dot u$ it contains. The answer in the title is proved here for the non-relativistic radial equation, with all three functions taken at the same energy.

In Lean 4 with Mathlib:

```lean
import Mathlib

open Set

namespace SecondDerivativeLocalOrbital

/-- The function `u`, with slope `du`, vanishes at the origin and solves the radial equation
`-u'' + (V - E) u = g` inside the sphere of radius `R`; `u` and `du` are continuous up to
both ends. -/
structure IsRadial (V : ℝ → ℝ) (E R : ℝ) (u du g : ℝ → ℝ) : Prop where
  zero : u 0 = 0
  cont : ContinuousOn u (Icc 0 R)
  cont_slope : ContinuousOn du (Icc 0 R)
  deriv : ∀ r ∈ Ioo 0 R, HasDerivAt u (du r) r
  eqn : ∀ r ∈ Ioo 0 R, HasDerivAt du ((V r - E) * u r - g r) r

/-- The radial function `p` and its first two energy derivatives `q` and `s`, described by their
equations `T p = 0`, `T q = p`, `T s = 2 q` with `T = -d²/dr² + V - E`. -/
structure EnergyTower (V : ℝ → ℝ) (E R : ℝ) (p dp q dq s ds : ℝ → ℝ) : Prop where
  base : IsRadial V E R p dp (fun _ => 0)
  first : IsRadial V E R q dq p
  second : IsRadial V E R s ds (fun r => 2 * q r)

/-- The combination `a u + b v + c w` of three radial functions. -/
def orbital (a b c : ℝ) (u v w : ℝ → ℝ) (r : ℝ) : ℝ := a * u r + b * v r + c * w r

variable {V : ℝ → ℝ} {E R : ℝ} {p dp q dq s ds : ℝ → ℝ}

/-- Green's identity in the sphere: for two radial functions with sources `g` and `k`, the
integral of `u k - v g` equals the Wronskian `u' v - u v'` at the sphere boundary. -/
theorem green_identity {u du g v dv k : ℝ → ℝ} (hR : 0 ≤ R)
    (hu : IsRadial V E R u du g) (hv : IsRadial V E R v dv k)
    (hg : ContinuousOn g (Icc 0 R)) (hk : ContinuousOn k (Icc 0 R)) :
    ∫ r in (0 : ℝ)..R, (u r * k r - v r * g r) = du R * v R - u R * dv R := by
  have hc : ContinuousOn (fun r => u r * k r - v r * g r) (uIcc 0 R) := by
    rw [uIcc_of_le hR]
    exact (hu.cont.mul hk).sub (hv.cont.mul hg)
  -- the potential cancels in the derivative of the Wronskian
  have key := intervalIntegral.integral_eq_sub_of_hasDerivAt_of_le hR
    (f := fun r => du r * v r - u r * dv r) (f' := fun r => u r * k r - v r * g r)
    ((hu.cont_slope.mul hv.cont).sub (hu.cont.mul hv.cont_slope))
    (fun r hr => (((hu.eqn r hr).fun_mul (hv.deriv r hr)).fun_sub
      ((hu.deriv r hr).fun_mul (hv.eqn r hr))).congr_deriv (by ring))
    hc.intervalIntegrable
  simp only [hu.zero, hv.zero, mul_zero, zero_mul, sub_zero] at key
  exact key

/-- The squared norm of `p` in the sphere is the boundary Wronskian of `p` with its first energy
derivative. -/
theorem norm_eq_wronskian (hR : 0 ≤ R) (T : EnergyTower V E R p dp q dq s ds) :
    ∫ r in (0 : ℝ)..R, p r * p r = dp R * q R - p R * dq R := by
  refine (intervalIntegral.integral_congr fun r _ => ?_).trans
    (green_identity hR T.base T.first continuousOn_const T.base.cont)
  show p r * p r = p r * p r - q r * 0
  ring

/-- Twice the overlap of `p` and `q` is the boundary Wronskian of `p` with its second energy
derivative. -/
theorem overlap_eq_wronskian (hR : 0 ≤ R) (T : EnergyTower V E R p dp q dq s ds) :
    2 * ∫ r in (0 : ℝ)..R, p r * q r = dp R * s R - p R * ds R := by
  rw [← intervalIntegral.integral_const_mul]
  refine (intervalIntegral.integral_congr fun r _ => ?_).trans
    (green_identity hR T.base T.second continuousOn_const
      (continuousOn_const.mul T.first.cont))
  show 2 * (p r * q r) = p r * (2 * q r) - s r * 0
  ring

/-- If `p` is not identically zero in the sphere, the sphere has positive radius and `p` has
positive squared norm. -/
theorem norm_pos (T : EnergyTower V E R p dp q dq s ds) (hp : ∃ r ∈ Icc 0 R, p r ≠ 0) :
    0 < R ∧ 0 < ∫ r in (0 : ℝ)..R, p r * p r := by
  obtain ⟨r, hr, hne⟩ := hp
  have hr0 : 0 < r := lt_of_le_of_ne hr.1 (fun h0 => hne (by rw [← h0]; exact T.base.zero))
  have hR : 0 < R := lt_of_lt_of_le hr0 hr.2
  exact ⟨hR, intervalIntegral.integral_pos hR (T.base.cont.mul T.base.cont)
    (fun x _ => mul_self_nonneg (p x)) ⟨r, hr, mul_self_pos.mpr hne⟩⟩

/-- For any combination `a p + b q + c s` with zero value and slope at the sphere boundary, the
coefficients obey `b ⟨p,p⟩ + 2 c ⟨p,q⟩ = 0`. -/
theorem coefficient_relation (hR : 0 ≤ R) (T : EnergyTower V E R p dp q dq s ds) {a b c : ℝ}
    (hval : orbital a b c p q s R = 0) (hslope : orbital a b c dp dq ds R = 0) :
    b * (∫ r in (0 : ℝ)..R, p r * p r) + 2 * c * (∫ r in (0 : ℝ)..R, p r * q r) = 0 := by
  have h1 := norm_eq_wronskian hR T
  have h2 := overlap_eq_wronskian hR T
  unfold orbital at hval hslope
  linear_combination b * h1 + c * h2 + dp R * hval - p R * hslope

/-- If `p` is nonzero and orthogonal to `q`, a local orbital `a p + b q + c s` with zero value and
slope at the sphere boundary contains no first energy derivative: `b = 0`. -/
theorem first_derivative_absent (T : EnergyTower V E R p dp q dq s ds)
    (hp : ∃ r ∈ Icc 0 R, p r ≠ 0) (horth : ∫ r in (0 : ℝ)..R, p r * q r = 0) {a b c : ℝ}
    (hval : orbital a b c p q s R = 0) (hslope : orbital a b c dp dq ds R = 0) :
    b = 0 := by
  obtain ⟨hR, hN⟩ := norm_pos T hp
  have h := coefficient_relation hR.le T hval hslope
  rw [horth, mul_zero, add_zero] at h
  exact (mul_eq_zero.mp h).resolve_right hN.ne'

/-- For nonzero `p`, a local orbital `a p + s` with zero value and slope at the sphere boundary
exists exactly when `p` and `q` are orthogonal. -/
theorem two_term_orbital_iff (T : EnergyTower V E R p dp q dq s ds)
    (hp : ∃ r ∈ Icc 0 R, p r ≠ 0) :
    (∃ a : ℝ, orbital a 0 1 p q s R = 0 ∧ orbital a 0 1 dp dq ds R = 0) ↔
      ∫ r in (0 : ℝ)..R, p r * q r = 0 := by
  obtain ⟨hR, hN⟩ := norm_pos T hp
  constructor
  · rintro ⟨a, hval, hslope⟩
    have h := coefficient_relation hR.le T hval hslope
    linarith
  · intro horth
    have hW := overlap_eq_wronskian hR.le T
    rw [horth, mul_zero] at hW
    rw [norm_eq_wronskian hR.le T] at hN
    unfold orbital
    by_cases h0 : p R = 0
    · -- a node at the boundary: the slope of `p` is then nonzero
      have hd : dp R ≠ 0 := by
        intro hd
        rw [h0, hd] at hN
        linarith
      have hs : s R = 0 := by
        rw [h0, zero_mul, sub_zero] at hW
        exact (mul_eq_zero.mp hW.symm).resolve_left hd
      refine ⟨-ds R / dp R, ?_, ?_⟩
      · rw [h0, hs]
        ring
      · rw [div_mul_cancel₀ _ hd]
        ring
    · refine ⟨-s R / p R, ?_, ?_⟩
      · rw [div_mul_cancel₀ _ h0]
        ring
      · -- the vanishing Wronskian makes the slope match as well
        have hds : ds R = dp R * s R / p R := by
          rw [eq_div_iff h0]
          linarith
        rw [hds]
        ring

/-- A free particle at zero energy in the unit sphere, with `p = r`, `q = r/10 - r³/6` and
`s = r⁵/60 - r³/30`, meets all the hypotheses, and `p/60 + s` has zero value and slope at the
boundary. -/
theorem energyTower_witness :
    EnergyTower (fun _ => 0) 0 1 (fun r => r) (fun _ => 1)
      (fun r => r / 10 - r ^ 3 / 6) (fun r => 1 / 10 - r ^ 2 / 2)
      (fun r => r ^ 5 / 60 - r ^ 3 / 30) (fun r => r ^ 4 / 12 - r ^ 2 / 10) ∧
    (∃ r ∈ Icc (0 : ℝ) 1, r ≠ 0) ∧
    (∫ r in (0 : ℝ)..1, r * (r / 10 - r ^ 3 / 6) = 0) ∧
    orbital (1 / 60) 0 1 (fun r => r) (fun r => r / 10 - r ^ 3 / 6)
      (fun r => r ^ 5 / 60 - r ^ 3 / 30) 1 = 0 ∧
    orbital (1 / 60) 0 1 (fun _ => 1) (fun r => 1 / 10 - r ^ 2 / 2)
      (fun r => r ^ 4 / 12 - r ^ 2 / 10) 1 = 0 := by
  refine ⟨⟨?_, ?_, ?_⟩, ⟨1, by norm_num, one_ne_zero⟩, ?_, ?_, ?_⟩
  · exact ⟨rfl, by fun_prop, by fun_prop, fun r _ => hasDerivAt_id' r,
      fun r _ => (hasDerivAt_const r (1 : ℝ)).congr_deriv (by norm_num)⟩
  · exact ⟨by norm_num, by fun_prop, by fun_prop,
      fun r _ => (((hasDerivAt_id' r).div_const 10).fun_sub
        ((hasDerivAt_pow 3 r).div_const 6)).congr_deriv (by norm_num; ring),
      fun r _ => ((hasDerivAt_const r (1 / 10 : ℝ)).fun_sub
        ((hasDerivAt_pow 2 r).div_const 2)).congr_deriv (by norm_num)⟩
  · exact ⟨by norm_num, by fun_prop, by fun_prop,
      fun r _ => (((hasDerivAt_pow 5 r).div_const 60).fun_sub
        ((hasDerivAt_pow 3 r).div_const 30)).congr_deriv (by norm_num; ring),
      fun r _ => (((hasDerivAt_pow 4 r).div_const 12).fun_sub
        ((hasDerivAt_pow 2 r).div_const 10)).congr_deriv (by norm_num; ring)⟩
  · -- an antiderivative of the overlap density is `r³/30 - r⁵/30`
    have h := intervalIntegral.integral_eq_sub_of_hasDerivAt (a := 0) (b := 1)
      (f := fun r : ℝ => r ^ 3 / 30 - r ^ 5 / 30)
      (f' := fun r : ℝ => r * (r / 10 - r ^ 3 / 6))
      (fun r _ => (((hasDerivAt_pow 3 r).div_const 30).fun_sub
        ((hasDerivAt_pow 5 r).div_const 30)).congr_deriv (by norm_num; ring))
      (Continuous.intervalIntegrable (by fun_prop) _ _)
    exact h.trans (by norm_num)
  · norm_num [orbital]
  · norm_num [orbital]

end SecondDerivativeLocalOrbital
```

```lean
#print axioms SecondDerivativeLocalOrbital.first_derivative_absent
#print axioms SecondDerivativeLocalOrbital.two_term_orbital_iff
```

```
'SecondDerivativeLocalOrbital.first_derivative_absent' depends on axioms: [propext, Classical.choice, Quot.sound]
'SecondDerivativeLocalOrbital.two_term_orbital_iff' depends on axioms: [propext, Classical.choice, Quot.sound]
```

## Three radial equations and two matching conditions

Write $p$, $q$ and $s$ for $u$, $\dot u$ and $\ddot u$, let $R$ be the sphere radius, and set $T=-d^2/dr^2+V-E$. Differentiating $Tp=0$ with respect to $E$ once and then twice gives

$$Tp=0,\qquad Tq=p,\qquad Ts=2q .$$

These equations, with all three functions vanishing at $r=0$, form the structure `EnergyTower`. It contains no differentiation with respect to energy: $q$ and $s$ are any functions that satisfy the equations.

Each equation is an instance of `IsRadial`, which pairs a function `u` with its slope `du`. Both are continuous on $[0,R]$; in the open interval `du` is the derivative of `u`, and $-u''+(V-E)u=g$ holds with source $g$. The orbital's value and slope at $R$ are `orbital a b c p q s R` and `orbital a b c dp dq ds R`.

The main theorem, `first_derivative_absent`, assumes that $p$ is nonzero somewhere in $[0,R]$ and that $\int_0^R pq\,dr=0$. If $ap+bq+cs$ then has zero value and slope at $R$, it follows that $b=0$. The companion theorem `two_term_orbital_iff` says that, for nonzero $p$, an orbital $ap+s$ satisfying both boundary conditions exists exactly when $p$ and $q$ are orthogonal.

## Where the orthogonality comes from

The functions are $r$ times the usual radial functions, which is why they vanish at the origin and why the overlap integral has no factor $r^2$. The kinetic term is $-d^2/dr^2$, as in Rydberg units. Since $V$ may be any real function for which the equations hold, it can include the centrifugal term $\ell(\ell+1)/r^2$.

Orthogonality expresses a normalisation convention. If $\int_0^R p^2\,dr=1$ is kept at every energy, differentiation gives $2\int_0^R pq\,dr=0$. The theorems take this orthogonality as a hypothesis and do not require $p$ to be normalised.

For a non-relativistic radial equation with a spherical potential and a single linearisation energy, the second-derivative local orbital can therefore be built from $u$ and $\ddot u$ alone, provided that $\dot u$ is orthogonal to $u$. Scalar-relativistic equations and orbitals that combine different energies are not covered.

## The Wronskian at the sphere boundary

In this section $u$ and $v$ stand for any two radial functions with the same $V$ and $E$, and with sources $g$ and $k$. The potential cancels in the derivative of their Wronskian:

$$(u'v-uv')'=\big[(V-E)u-g\big]v-u\big[(V-E)v-k\big]=uk-vg .$$

The Wronskian vanishes at $0$ because $u$ and $v$ do, so integration gives

$$\int_0^R(uk-vg)\,dr=u'(R)v(R)-u(R)v'(R).$$

This is `green_identity`. Its proof applies the fundamental theorem of calculus, and the `ring` step carries out the cancellation.

For the pair $(p,q)$ the sources are $0$ and $p$; for $(p,s)$ they are $0$ and $2q$. With the right-hand sides evaluated at $R$,

$$\int_0^R p^2\,dr=p'q-pq',\qquad 2\int_0^R pq\,dr=p's-ps'.$$

These are `norm_eq_wronskian` and `overlap_eq_wronskian`.

Now let $f=ap+bq+cs$ with $f(R)=f'(R)=0$. Then, at $R$,

$$0=p'f-pf'=a(p'p-pp')+b(p'q-pq')+c(p's-ps').$$

The first bracket is zero, and the other two are the integrals just found:

$$b\int_0^R p^2\,dr+2c\int_0^R pq\,dr=0 .$$

This is `coefficient_relation`, which needs no orthogonality. Its `linear_combination` line multiplies the value condition by $p'(R)$, subtracts $p(R)$ times the slope condition, and inserts the two Wronskian identities.

If $p$ is nonzero at some point, that point is not the origin, so $R>0$; continuity then gives $\int_0^R p^2\,dr>0$. This is `norm_pos`. With $\int_0^R pq\,dr=0$, the relation reduces to $b\int_0^R p^2\,dr=0$, hence $b=0$.

## Constructing the orbital without u̇

One direction of `two_term_orbital_iff` sets $b=0$ and $c=1$ in the coefficient relation, which leaves $2\int_0^R pq\,dr=0$.

For the other direction, orthogonality gives $p'(R)s(R)=p(R)s'(R)$. The proof separates two cases:

- If $p(R)\neq0$, choose $a=-s(R)/p(R)$. The value vanishes by construction, and the slope vanishes because $s'(R)=p'(R)s(R)/p(R)$.
- If $p(R)=0$, then $p'(R)\neq0$, since otherwise $\int_0^R p^2\,dr=p'q-pq'$ would be zero. Hence $s(R)=0$, and $a=-s'(R)/p'(R)$ removes the slope.

## A free particle, with and without orthogonality

The theorem `energyTower_witness` takes $V=E=0$ and $R=1$, with

$$p=r,\qquad q=\frac r{10}-\frac{r^3}6,\qquad s=\frac{r^5}{60}-\frac{r^3}{30}.$$

Here $\int_0^1pq\,dr=0$, and the local orbital is

$$\frac p{60}+s=\frac{r(1-r^2)^2}{60}.$$

To see what orthogonality contributes, keep $p=r$ but take $q=-r^3/6$ and $s=r^5/60$. The three equations still hold, while $\int_0^1pq\,dr=-1/30$. Now

$$\frac p{60}+\frac q5+s=\frac{r(1-r^2)^2}{60}$$

has zero value and slope at $r=1$, yet $b=1/5$. It is the same orbital as before: only its decomposition has changed, because a multiple of $p$ was removed from $q$ and $s$ was adjusted to match. The absence of $\dot u$ is thus a statement about the orbital's coefficients under the orthogonal choice of $\dot u$.
